# At fixed wavenumber, an abrupt, uniform and endless absorbing potential $-iw$ reflects more as $w$ grows

## Why does turning up my absorber send more of the wave back?

I send a wave with $k=1$ at an absorbing potential $-iw$ that starts abruptly at $x=0$ and fills everything beyond, with $-d^2/dx^2$ as the kinetic operator. For $w=15/8$ the wavenumber inside is $q=\tfrac54+\tfrac34 i$, and

$$\left|\frac{1-q}{1+q}\right|^2=\frac{(1/4)^2+(3/4)^2}{(9/4)^2+(3/4)^2}=\frac19 .$$

For $w=40/9$ I find $q=\tfrac53+\tfrac43 i$ and a reflectivity of $\tfrac14$. I expected a stronger absorber to swallow more. Have I made a mistake, and if not, where does this end?

## The jump in wavenumber reflects, and it grows with the absorption

Your numbers are right, and the reflectivity climbs all the way towards one. Whatever enters this endless absorber is lost, but the edge itself reflects because the wavenumber jumps there from $k$ to $q$.

Inside, $-u''-iwu=k^2u$ with $u=te^{iqx}$ gives $q^2=k^2+iw$. Write $q=a+ib$ and take $a>0$, which for $w>0$ selects the wave that decays into the absorber. Then

$$a^2-b^2=k^2,\qquad 2ab=w,\qquad 4a^2(a^2-k^2)=w^2 .$$

Outside, the wave is $e^{ikx}+re^{-ikx}$. Continuity of the wave and its slope at $x=0$ requires $1+r=t$ and $k(1-r)=qt$, so $r=(k-q)/(k+q)$ and $t=2k/(k+q)$. Substituting $b^2=a^2-k^2$, the reflectivity $R=|r|^2$ is

$$R=\frac{(a-k)^2+b^2}{(a+k)^2+b^2}=\frac{2a(a-k)}{2a(a+k)}=\frac{a-k}{a+k}.$$

Multiplying top and bottom by $a+k$ gives a second form:

$$R=\frac{a^2-k^2}{(a+k)^2}=\frac{w^2}{4a^2(a+k)^2}.$$

The quadratic equation for $a^2$ has the positive solution $a^2=\tfrac12\left(k^2+\sqrt{k^4+w^2}\right)$, so $a$ increases strictly with $w\ge0$. So does $R=1-2k/(a+k)$. Since $a\ge\sqrt{w/2}$, $R\to1$ as $w\to\infty$.

At $w=0$ the edge disappears: $a=k$ and $R=0$. As $w\to0^+$, $a\to k$ and the second form gives $R/w^2\to1/(16k^4)$. For every $w>0$ we have $a>k$, hence $R<w^2/(16k^4)$. In your first case this reads $1/9<225/1024\approx0.22$.

In wave-packet simulations of atom–surface scattering, this describes, for each wavenumber in the packet, the reflection at the front edge of an absorbing boundary, for one-dimensional motion and a uniform absorber without end. For an atom of mass $m$ and an absorbing potential $-iW$ with $W$ in units of energy, $w=2mW/\hbar^2$. Passing to a real grid, where the absorber has finite length and is usually ramped up smoothly, is the step that the hypotheses leave open.

In the Lean file, `realPart k w` is $a$, and `wavenumber k w` is the inner $q$, not the incident $k$. `wavenumber_iff` says that it is the only root with positive real part. `innerWave_schrodinger` verifies the wave equation with absorption, and `matching_iff` says that the two continuity conditions hold exactly for the stated $r$ and $t$. `reflectivity` is $|r|^2$, and `reflectivity_eq` gives both of its forms.

The main theorem, `reflectivity_strength`, is about this endless absorber and assumes only $k>0$. It states strict increase on `Set.Ici 0`, meaning $w\ge0$, the limit one for $w\to\infty$ (`atTop`), and the weak-absorber limit from the right (`𝓝[>] 0`). `reflectivity_lt` is the strict bound.

```lean
import Mathlib

open Filter Topology
open Complex (I)

namespace AbruptAbsorber

noncomputable section

/-- Real part `a` of the wavenumber inside an absorber of strength `w`, for incident
wavenumber `k`. -/
def realPart (k w : ℝ) : ℝ := Real.sqrt ((k ^ 2 + Real.sqrt (k ^ 4 + w ^ 2)) / 2)

/-- Complex wavenumber `a + i w / (2 a)` inside the absorber, for `k > 0`. -/
def wavenumber (k w : ℝ) : ℂ := ⟨realPart k w, w / (2 * realPart k w)⟩

/-- The plane wave `exp (i q x)` with complex wavenumber `q`. -/
def planeWave (q : ℂ) (x : ℝ) : ℂ := Complex.exp (I * q * x)

/-- Incident wave of unit amplitude plus reflected wave of amplitude `r`. -/
def outerWave (k : ℝ) (r : ℂ) (x : ℝ) : ℂ := planeWave k x + r * planeWave (-k) x

/-- Transmitted wave of amplitude `t` and wavenumber `q`. -/
def innerWave (q t : ℂ) (x : ℝ) : ℂ := t * planeWave q x

/-- Reflection amplitude `(k - q) / (k + q)` of an abrupt boundary, for `k + q ≠ 0`. -/
def reflectionAmplitude (k : ℝ) (q : ℂ) : ℂ := (k - q) / (k + q)

/-- Reflectivity of an abrupt absorber of strength `w` at incident wavenumber `k > 0`. -/
def reflectivity (k w : ℝ) : ℝ := ‖reflectionAmplitude k (wavenumber k w)‖ ^ 2

/-- For `k > 0` the real part `a` of the inner wavenumber is positive and obeys
`4 a² (a² - k²) = w²`. -/
theorem realPart_spec {k : ℝ} (hk : 0 < k) (w : ℝ) :
    0 < realPart k w ∧ 4 * realPart k w ^ 2 * (realPart k w ^ 2 - k ^ 2) = w ^ 2 := by
  have hs := Real.sq_sqrt (show 0 ≤ k ^ 4 + w ^ 2 by positivity)
  have ha : realPart k w ^ 2 = (k ^ 2 + Real.sqrt (k ^ 4 + w ^ 2)) / 2 :=
    Real.sq_sqrt (by positivity)
  refine ⟨Real.sqrt_pos.2 (by positivity), ?_⟩
  rw [ha]
  linear_combination hs

/-- The complex relation `q² = k² + i w` splits into its real and imaginary parts. -/
theorem dispersion_iff (k w : ℝ) (q : ℂ) :
    q ^ 2 = (k : ℂ) ^ 2 + I * w ↔ q.re ^ 2 - q.im ^ 2 = k ^ 2 ∧ 2 * q.re * q.im = w := by
  rw [Complex.ext_iff]
  simp only [pow_two, Complex.add_re, Complex.add_im, Complex.mul_re, Complex.mul_im,
    Complex.ofReal_re, Complex.ofReal_im, Complex.I_re, Complex.I_im]
  constructor <;> rintro ⟨h1, h2⟩ <;> constructor <;> linarith

/-- For `k > 0`, `wavenumber k w` is the one and only root of `q² = k² + i w` with positive
real part. -/
theorem wavenumber_iff {k : ℝ} (hk : 0 < k) (w : ℝ) (q : ℂ) :
    (0 < q.re ∧ q ^ 2 = (k : ℂ) ^ 2 + I * w) ↔ q = wavenumber k w := by
  obtain ⟨ha, hd⟩ := realPart_spec hk w
  have hb : (w / (2 * realPart k w)) ^ 2 = realPart k w ^ 2 - k ^ 2 := by
    rw [div_pow, div_eq_iff (by positivity)]
    linear_combination -hd
  have hs : wavenumber k w ^ 2 = (k : ℂ) ^ 2 + I * w := by
    refine (dispersion_iff k w _).2 ⟨?_, ?_⟩
    · change realPart k w ^ 2 - (w / (2 * realPart k w)) ^ 2 = k ^ 2
      linarith
    · change 2 * realPart k w * (w / (2 * realPart k w)) = w
      exact mul_div_cancel₀ w (by positivity)
  constructor
  · rintro ⟨hq, h⟩
    rcases sq_eq_sq_iff_eq_or_eq_neg.1 (h.trans hs.symm) with e | e
    · exact e
    · -- the opposite root has negative real part
      have h' := congrArg Complex.re e
      rw [Complex.neg_re] at h'
      change q.re = -realPart k w at h'
      linarith
  · rintro rfl
    exact ⟨ha, hs⟩

/-- The slope of a plane wave is `i q` times the wave. -/
theorem planeWave_hasDerivAt (q : ℂ) (x : ℝ) :
    HasDerivAt (planeWave q) (I * q * planeWave q x) x := by
  have h : HasDerivAt (fun y : ℝ => I * q * (y : ℂ)) (I * q) x := by
    simpa using (hasDerivAt_id x).ofReal_comp.const_mul (I * q)
  exact h.cexp.congr_deriv (mul_comm _ _)

/-- If `q² = k² + i w`, the transmitted wave solves the Schrödinger equation
`-u'' - i w u = k² u` with the absorbing potential `-i w`. -/
theorem innerWave_schrodinger {k w : ℝ} {q : ℂ} (h : q ^ 2 = (k : ℂ) ^ 2 + I * w)
    (t : ℂ) (x : ℝ) :
    -deriv (deriv (innerWave q t)) x - I * w * innerWave q t x
      = (k : ℂ) ^ 2 * innerWave q t x := by
  have h1 : deriv (innerWave q t) = fun y => t * (I * q * planeWave q y) :=
    funext fun y => ((planeWave_hasDerivAt q y).const_mul t).deriv
  have h2 : deriv (fun y => t * (I * q * planeWave q y)) x
      = t * (I * q * (I * q * planeWave q x)) :=
    (((planeWave_hasDerivAt q x).const_mul (I * q)).const_mul t).deriv
  rw [h1, h2, innerWave]
  linear_combination t * planeWave q x * h - q ^ 2 * t * planeWave q x * Complex.I_sq

/-- For `k > 0` and `Re q > 0`, the wave and its slope are continuous at the boundary exactly
when `r = (k - q) / (k + q)` and `t = 2 k / (k + q)`. -/
theorem matching_iff {k : ℝ} (hk : 0 < k) {q : ℂ} (hq : 0 < q.re) (r t : ℂ) :
    (outerWave k r 0 = innerWave q t 0 ∧
      deriv (outerWave k r) 0 = deriv (innerWave q t) 0) ↔
    r = reflectionAmplitude k q ∧ t = 2 * k / (k + q) := by
  have hne : (k : ℂ) + q ≠ 0 := by
    intro h
    have h' := congrArg Complex.re h
    rw [Complex.add_re, Complex.ofReal_re, Complex.zero_re] at h'
    linarith
  have hp : ∀ p : ℂ, planeWave p 0 = 1 := fun p => by simp [planeWave]
  have d1 : deriv (outerWave k r) 0
      = I * k * planeWave k 0 + r * (I * (-k) * planeWave (-k) 0) :=
    ((planeWave_hasDerivAt k 0).fun_add ((planeWave_hasDerivAt (-k) 0).const_mul r)).deriv
  have d2 : deriv (innerWave q t) 0 = t * (I * q * planeWave q 0) :=
    ((planeWave_hasDerivAt q 0).const_mul t).deriv
  rw [d1, d2]
  simp only [outerWave, innerWave, reflectionAmplitude, hp, mul_one]
  constructor
  · rintro ⟨h1, h2⟩
    have h3 : r * (k + q) = k - q := by
      apply mul_left_cancel₀ Complex.I_ne_zero
      linear_combination -h2 + I * q * h1
    exact ⟨(eq_div_iff hne).2 h3,
      (eq_div_iff hne).2 (by linear_combination h3 - (k + q) * h1)⟩
  · rintro ⟨hr, ht⟩
    have h3 := (eq_div_iff hne).1 hr
    have h4 := (eq_div_iff hne).1 ht
    have h1 : 1 + r = t := by
      apply mul_right_cancel₀ hne
      linear_combination h3 - h4
    exact ⟨h1, by linear_combination I * q * h1 - I * h3⟩

/-- For `k > 0` the reflectivity is `(a - k) / (a + k)`, and equally `w² / (4 a² (a + k)²)`,
where `a` is the real part of the inner wavenumber. -/
theorem reflectivity_eq {k : ℝ} (hk : 0 < k) (w : ℝ) :
    reflectivity k w = (realPart k w - k) / (realPart k w + k) ∧
    reflectivity k w = w ^ 2 / (4 * realPart k w ^ 2 * (realPart k w + k) ^ 2) := by
  obtain ⟨ha, hd⟩ := realPart_spec hk w
  have h1 := ((dispersion_iff k w _).1 ((wavenumber_iff hk w _).2 rfl).2).1
  have hre : (wavenumber k w).re = realPart k w := rfl
  have first : reflectivity k w = (realPart k w - k) / (realPart k w + k) := by
    rw [reflectivity, reflectionAmplitude, norm_div, div_pow, Complex.sq_norm,
      Complex.sq_norm, Complex.normSq_apply, Complex.normSq_apply]
    simp only [Complex.sub_re, Complex.sub_im, Complex.add_re, Complex.add_im,
      Complex.ofReal_re, Complex.ofReal_im, hre] at h1 ⊢
    rw [div_eq_div_iff
      (add_pos_of_pos_of_nonneg (by positivity) (mul_self_nonneg _)).ne' (by positivity)]
    -- eliminate the squared imaginary part
    linear_combination (-2 * k) * h1
  refine ⟨first, ?_⟩
  rw [first, div_eq_div_iff (by positivity) (by positivity)]
  linear_combination (realPart k w + k) * hd

/-- At fixed `k > 0` the reflectivity of an abrupt absorber increases strictly with its strength
`w ≥ 0`, tends to one as `w → ∞`, and divided by `w²` tends to `1 / (16 k⁴)` as `w → 0⁺`. -/
theorem reflectivity_strength {k : ℝ} (hk : 0 < k) :
    StrictMonoOn (reflectivity k) (Set.Ici 0) ∧
    Tendsto (reflectivity k) atTop (𝓝 1) ∧
    Tendsto (fun w => reflectivity k w / w ^ 2) (𝓝[>] 0) (𝓝 (1 / (16 * k ^ 4))) := by
  have hpos := fun w => (realPart_spec hk w).1
  refine ⟨?_, ?_, ?_⟩
  · intro v hv w _ hvw
    have h1 := pow_lt_pow_left₀ hvw (Set.mem_Ici.1 hv) two_ne_zero
    have h2 := Real.sqrt_lt_sqrt (show 0 ≤ k ^ 4 + v ^ 2 by positivity)
      (show k ^ 4 + v ^ 2 < k ^ 4 + w ^ 2 by linarith)
    have h3 : realPart k v < realPart k w :=
      Real.sqrt_lt_sqrt (by positivity) (by linarith)
    rw [(reflectivity_eq hk v).1, (reflectivity_eq hk w).1,
      div_lt_div_iff₀ (add_pos (hpos v) hk) (add_pos (hpos w) hk)]
    nlinarith [mul_pos hk (sub_pos.2 h3)]
  · -- the real part grows at least like the square root of w / 2
    have ha : Tendsto (realPart k) atTop atTop := by
      refine tendsto_atTop_mono (fun w => ?_)
        (Real.tendsto_sqrt_atTop.comp
          (tendsto_id.atTop_div_const (by norm_num : (0 : ℝ) < 2)))
      have h1 : w ≤ Real.sqrt (k ^ 4 + w ^ 2) :=
        (le_abs_self w).trans (Real.abs_le_sqrt (le_add_of_nonneg_left (by positivity)))
      have h2 : w / 2 ≤ (k ^ 2 + Real.sqrt (k ^ 4 + w ^ 2)) / 2 := by
        linarith [sq_nonneg k]
      exact Real.sqrt_le_sqrt h2
    have h := (tendsto_const_nhds (x := (1 : ℝ))).sub
      ((tendsto_atTop_add_const_right _ k ha).const_div_atTop (2 * k))
    rw [sub_zero] at h
    refine h.congr fun w => ?_
    have hne : realPart k w + k ≠ 0 := (add_pos (hpos w) hk).ne'
    rw [(reflectivity_eq hk w).1, eq_div_iff hne, sub_mul, div_mul_cancel₀ _ hne]
    ring
  · -- the real part tends to k as the absorber is switched off
    have h0 : realPart k 0 = k := by
      rw [realPart, show k ^ 4 + (0 : ℝ) ^ 2 = (k ^ 2) ^ 2 by ring,
        Real.sqrt_sq (by positivity), show (k ^ 2 + k ^ 2) / 2 = k ^ 2 by ring,
        Real.sqrt_sq hk.le]
    have hcont : Continuous (realPart k) := by
      unfold realPart
      fun_prop
    have hc : Tendsto (realPart k) (𝓝[>] 0) (𝓝 k) := by
      have h := hcont.tendsto 0
      rw [h0] at h
      exact h.mono_left nhdsWithin_le_nhds
    have h : Tendsto (fun w => 1 / (4 * realPart k w ^ 2 * (realPart k w + k) ^ 2))
        (𝓝[>] 0) (𝓝 (1 / (4 * k ^ 2 * (k + k) ^ 2))) :=
      tendsto_const_nhds.div ((tendsto_const_nhds.mul (hc.pow 2)).mul
        ((hc.add tendsto_const_nhds).pow 2)) (by positivity)
    rw [show 16 * k ^ 4 = 4 * k ^ 2 * (k + k) ^ 2 by ring]
    refine h.congr' ?_
    filter_upwards [self_mem_nhdsWithin] with w hw
    have hw0 : w ≠ 0 := (Set.mem_Ioi.1 hw).ne'
    rw [(reflectivity_eq hk w).2, div_right_comm, div_self (pow_ne_zero 2 hw0)]

/-- For `k > 0` and every strength `w > 0` the reflectivity lies strictly below
`w² / (16 k⁴)`. -/
theorem reflectivity_lt {k w : ℝ} (hk : 0 < k) (hw : 0 < w) :
    reflectivity k w < w ^ 2 / (16 * k ^ 4) := by
  obtain ⟨ha, hd⟩ := realPart_spec hk w
  have h1 : 0 < realPart k w ^ 2 - k ^ 2 := by
    refine pos_of_mul_pos_right (a := 4 * realPart k w ^ 2) ?_ (by positivity)
    rw [hd]
    positivity
  have h2 : k < realPart k w := by nlinarith
  have h3 : k * (k + k) < realPart k w * (realPart k w + k) := by nlinarith
  have h4 := pow_lt_pow_left₀ h3 (by positivity) two_ne_zero
  rw [(reflectivity_eq hk w).2]
  exact div_lt_div_of_pos_left (by positivity) (by positivity) (by linarith)

end

end AbruptAbsorber
```

```lean
#print axioms AbruptAbsorber.innerWave_schrodinger
-- 'AbruptAbsorber.innerWave_schrodinger' depends on axioms: [propext, Classical.choice, Quot.sound]
#print axioms AbruptAbsorber.matching_iff
-- 'AbruptAbsorber.matching_iff' depends on axioms: [propext, Classical.choice, Quot.sound]
#print axioms AbruptAbsorber.reflectivity_strength
-- 'AbruptAbsorber.reflectivity_strength' depends on axioms: [propext, Classical.choice, Quot.sound]
#print axioms AbruptAbsorber.reflectivity_lt
-- 'AbruptAbsorber.reflectivity_lt' depends on axioms: [propext, Classical.choice, Quot.sound]
```

`realPart_spec` squares the nested roots to obtain $4a^2(a^2-k^2)=w^2$, and `dispersion_iff` separates real and imaginary parts. For uniqueness, `wavenumber_iff` uses that two roots of the same square differ at most by sign, and the opposite root has negative real part. `matching_iff` differentiates the plane waves, cancels $i$ and solves the two linear equations.

In `reflectivity_eq`, the fractions are cross-multiplied, and `linear_combination (-2 * k) * h1` eliminates $b^2$ through $a^2-b^2=k^2$. The second form follows from the relation between $a$ and $w$.

The three parts of `reflectivity_strength` follow the derivation. Monotonicity passes through both square roots and then through the fraction. The strong limit compares $a$ with $\sqrt{w/2}$ and uses $1-2k/(a+k)$. The weak limit combines continuity of $a$ with the second form, cancelling $w^2$ where $w>0$. Finally, `reflectivity_lt` squares $k(k+k)<a(a+k)$ and compares denominators.
